# Exchange −J S·σ splits the K-beta final levels of a spin-5/2 3d shell by 6J

To estimate how far the K-beta satellite of a high-spin 3d⁵ ion lies from the main line, one converts an exchange constant $J$ into an energy gap between final levels. In a pure spin model, with no orbital multiplets, spin-orbit coupling or ligand effects, that step needs no diagonalisation. Let $S_x,S_y,S_z$ be the spin matrices of the 3d shell, with spin $s$ and $\hbar=1$, and let $\sigma_a/2$ be the spin of the 3p hole left by the emission. The coupling $X=\sum_a S_a\otimes\sigma_a$ obeys a quadratic equation, and its two roots give the levels of $H=-JX$.

## The spins and their coupling

In Lean 4 with Mathlib:

```lean
import Mathlib

open Matrix
open Complex (I)
open scoped Kronecker

namespace KBetaExchange

noncomputable section

variable {n : Type*} [Fintype n] [DecidableEq n]
```

The type `n` labels the basis states of the 3d spin space, which is finite-dimensional. `Matrix n n ℂ` is the type of complex matrices on that space.

```lean
/-- Three matrices obeying the spin commutation relations (ħ = 1) with total spin
squared equal to `s (s + 1)`. -/
structure IsSpin (Sx Sy Sz : Matrix n n ℂ) (s : ℂ) : Prop where
  xy : Sx * Sy - Sy * Sx = I • Sz
  yz : Sy * Sz - Sz * Sy = I • Sx
  zx : Sz * Sx - Sx * Sz = I • Sy
  casimir : Sx * Sx + Sy * Sy + Sz * Sz = (s * (s + 1)) • (1 : Matrix n n ℂ)
```

`IsSpin Sx Sy Sz s` collects four assumptions: $[S_x,S_y]=iS_z$, its two cyclic partners, and $S_x^2+S_y^2+S_z^2=s(s+1)$. The symbol `•` multiplies a matrix by a number. Neither Hermiticity nor irreducibility is assumed, and $s$ may be any complex number for which such matrices exist.

```lean
/-- The Pauli matrix σ_x. -/
def pauliX : Matrix (Fin 2) (Fin 2) ℂ := !![0, 1; 1, 0]
```

This is $\sigma_x$, written row by row; `Fin 2` labels the two spin states of the hole.

```lean
/-- The Pauli matrix σ_y. -/
def pauliY : Matrix (Fin 2) (Fin 2) ℂ := !![0, -I; I, 0]
```

This is $\sigma_y$, with `I` the imaginary unit.

```lean
/-- The Pauli matrix σ_z. -/
def pauliZ : Matrix (Fin 2) (Fin 2) ℂ := !![1, 0; 0, -1]
```

This is $\sigma_z$, which fixes spin up as the first basis state.

```lean
/-- The spin coupling `X = Σ S_a ⊗ σ_a` of the 3d shell and the 3p hole. -/
def coupling (Sx Sy Sz : Matrix n n ℂ) : Matrix (n × Fin 2) (n × Fin 2) ℂ :=
  Sx ⊗ₖ pauliX + Sy ⊗ₖ pauliY + Sz ⊗ₖ pauliZ
```

The symbol `⊗ₖ` is the Kronecker product, so `coupling` is $X$. It acts on pairs of a shell state and a hole state. Since the hole spin is $\sigma/2$, $X$ is twice the scalar product of the two spins.

```lean
/-- The exchange Hamiltonian `-J X`. -/
def exchangeH (J : ℝ) (Sx Sy Sz : Matrix n n ℂ) : Matrix (n × Fin 2) (n × Fin 2) ℂ :=
  (-(J : ℂ)) • coupling Sx Sy Sz
```

`exchangeH` is $H=-JX$ with real $J$. The constant stands for the strength of the 3p–3d exchange interaction and is put in by hand; positive $J$ favours parallel spins.

```lean
/-- `E` is a level of `H`: some nonzero state `v` satisfies `H v = E v`. -/
def IsLevel {m : Type*} [Fintype m] (H : Matrix m m ℂ) (E : ℂ) : Prop :=
  ∃ v : m → ℂ, v ≠ 0 ∧ H *ᵥ v = E • v
```

A level is an eigenvalue with a nonzero eigenvector: $Hv=Ev$, $v\neq0$. The symbol `*ᵥ` applies a matrix to a vector.

## The quadratic equation

```lean
omit [DecidableEq n] in
/-- A commutator `[A, B] = i C`, carried to the product space with a hole operator `P`. -/
lemma kronecker_commutator {A B C : Matrix n n ℂ} (P : Matrix (Fin 2) (Fin 2) ℂ)
    (h : A * B - B * A = I • C) :
    I • ((A * B) ⊗ₖ P) = I • ((B * A) ⊗ₖ P) - C ⊗ₖ P := by
  rw [sub_eq_iff_eq_add.mp h, Matrix.add_kronecker, Matrix.smul_kronecker, smul_add,
    smul_smul, Complex.I_mul_I, neg_smul, one_smul]
  abel
```

If $[A,B]=iC$, then $i\,AB=i\,BA-C$, because $i^2=-1$. The lemma states this with a hole operator $P$ attached to every term.

```lean
/-- The square of the spin coupling: `X² = s (s + 1) - X`. -/
theorem coupling_sq {Sx Sy Sz : Matrix n n ℂ} {s : ℂ} (h : IsSpin Sx Sy Sz s) :
    coupling Sx Sy Sz * coupling Sx Sy Sz = (s * (s + 1)) • 1 - coupling Sx Sy Sz := by
  -- the multiplication table of the Pauli matrices
  obtain ⟨xx, yy, zz, xy, yx, yz, zy, zx, xz⟩ :
      pauliX * pauliX = 1 ∧ pauliY * pauliY = 1 ∧ pauliZ * pauliZ = 1 ∧
      pauliX * pauliY = I • pauliZ ∧ pauliY * pauliX = (-I) • pauliZ ∧
      pauliY * pauliZ = I • pauliX ∧ pauliZ * pauliY = (-I) • pauliX ∧
      pauliZ * pauliX = I • pauliY ∧ pauliX * pauliZ = (-I) • pauliY := by
    refine ⟨?_, ?_, ?_, ?_, ?_, ?_, ?_, ?_, ?_⟩ <;> ext i j <;> fin_cases i <;>
      fin_cases j <;>
      simp [pauliX, pauliY, pauliZ, Matrix.mul_apply, Fin.sum_univ_two]
  have ec : (Sx * Sx) ⊗ₖ (1 : Matrix (Fin 2) (Fin 2) ℂ) + (Sy * Sy) ⊗ₖ 1
      + (Sz * Sz) ⊗ₖ 1 = (s * (s + 1)) • 1 := by
    rw [← Matrix.add_kronecker, ← Matrix.add_kronecker, h.casimir,
      Matrix.smul_kronecker, Matrix.one_kronecker_one]
  have ez := kronecker_commutator pauliZ h.xy
  have ex := kronecker_commutator pauliX h.yz
  have ey := kronecker_commutator pauliY h.zx
  simp only [coupling, add_mul, mul_add, ← Matrix.mul_kronecker_mul, xx, yy, zz, xy, yx,
    yz, zy, zx, xz, Matrix.kronecker_smul]
  linear_combination (norm := module) ec + ez + ex + ey
```

By hand, expand $X^2=\sum_{a,b}S_aS_b\otimes\sigma_a\sigma_b$. Each $\sigma_a^2$ is 1, and $\sigma_x\sigma_y=i\sigma_z=-\sigma_y\sigma_x$, with its cyclic partners. Hence

$$X^2=\sum_a S_a^2\otimes1+i[S_x,S_y]\otimes\sigma_z+i[S_y,S_z]\otimes\sigma_x+i[S_z,S_x]\otimes\sigma_y .$$

The first sum is $s(s+1)$. The commutators turn the rest into $i^2\sum_a S_a\otimes\sigma_a=-X$, so $X^2=s(s+1)-X$.

The proof follows the same path. It checks the nine Pauli products entry by entry, names the Casimir identity `ec` and the three commutator identities `ez`, `ex`, `ey`, and expands the square. The final `linear_combination` adds the four identities, and `module` checks that the two sides agree as linear expressions.

```lean
/-- The spin coupling satisfies `(X - s)(X + s + 1) = 0`. -/
theorem coupling_factor {Sx Sy Sz : Matrix n n ℂ} {s : ℂ} (h : IsSpin Sx Sy Sz s) :
    (coupling Sx Sy Sz - s • 1) * (coupling Sx Sy Sz + (s + 1) • 1) = 0 := by
  have hsq := coupling_sq h
  simp only [sub_mul, mul_add, smul_mul_assoc, mul_smul_comm, one_mul, mul_one]
  linear_combination (norm := module) hsq
```

Multiplying out gives $(X-s)(X+s+1)=X^2+X-s(s+1)$, which vanishes by the previous theorem.

## Both roots are levels

```lean
/-- The trace of the coupling shifted by a constant `c` is `c` times the dimension. -/
lemma trace_shift (Sx Sy Sz : Matrix n n ℂ) (c : ℂ) :
    (coupling Sx Sy Sz + c • 1).trace = c * (Fintype.card n * 2) := by
  simp [coupling, Matrix.trace_add, Matrix.trace_smul, Matrix.trace_kronecker,
    Matrix.trace_fin_two, pauliX, pauliY, pauliZ]
```

The trace of $S_a\otimes\sigma_a$ is $\operatorname{tr}S_a\operatorname{tr}\sigma_a=0$. With $d$ the dimension of the shell space, written `Fintype.card n`, this leaves $\operatorname{tr}(X+c)=2dc$.

```lean
/-- If `(X + a)(X + b) = 0` with `b ≠ 0`, then `-a` is a level of the coupling `X`. -/
lemma level_of_factor [Nonempty n] {Sx Sy Sz : Matrix n n ℂ} {a b : ℂ} (hb : b ≠ 0)
    (h : (coupling Sx Sy Sz + a • 1) * (coupling Sx Sy Sz + b • 1) = 0) :
    IsLevel (coupling Sx Sy Sz) (-a) := by
  have hB : coupling Sx Sy Sz + b • 1 ≠ 0 := by
    intro h0
    have ht := trace_shift Sx Sy Sz b
    rw [h0, Matrix.trace_zero] at ht
    have hc : (Fintype.card n : ℂ) ≠ 0 := Nat.cast_ne_zero.mpr Fintype.card_ne_zero
    exact mul_ne_zero hb (mul_ne_zero hc two_ne_zero) ht.symm
  -- a nonzero column of the second factor is the eigenvector
  obtain ⟨j, hj⟩ : ∃ j, (fun i => (coupling Sx Sy Sz + b • 1) i j) ≠ 0 := by
    by_contra hc
    apply hB
    ext i j
    have h0 : (fun i => (coupling Sx Sy Sz + b • 1) i j) = 0 :=
      by_contra fun hne => hc ⟨j, hne⟩
    exact congrFun h0 i
  refine ⟨_, hj, ?_⟩
  have hv : (coupling Sx Sy Sz + a • 1) *ᵥ
      (fun i => (coupling Sx Sy Sz + b • 1) i j) = 0 := by
    funext i
    exact congrFun (congrFun h i) j
  rw [Matrix.add_mulVec, Matrix.smul_mulVec, Matrix.one_mulVec] at hv
  rw [neg_smul]
  exact eq_neg_of_add_eq_zero_left hv
```

Suppose $(X+a)(X+b)=0$ with $b\neq0$ and $d\geq1$, the latter being `[Nonempty n]`. Then $\operatorname{tr}(X+b)=2db\neq0$, so $X+b$ has a nonzero column $v$. The product says $(X+a)v=0$, that is, $Xv=-av$. The proof finds the column by contradiction: if all columns vanished, so would the matrix.

```lean
/-- The levels of the exchange Hamiltonian `-J X` are exactly `-J s` and `J (s + 1)`. -/
theorem exchange_levels [Nonempty n] {Sx Sy Sz : Matrix n n ℂ} {s : ℂ}
    (h : IsSpin Sx Sy Sz s) (h0 : s ≠ 0) (h1 : s + 1 ≠ 0) (J : ℝ) (E : ℂ) :
    IsLevel (exchangeH J Sx Sy Sz) E ↔ E = -(J * s) ∨ E = J * (s + 1) := by
  have hsq := coupling_sq h
  constructor
  · rintro ⟨v, hv0, hv⟩
    have hH : exchangeH J Sx Sy Sz * exchangeH J Sx Sy Sz
        = (J : ℂ) • exchangeH J Sx Sy Sz + ((J : ℂ) ^ 2 * (s * (s + 1))) • 1 := by
      simp only [exchangeH, smul_mul_assoc, mul_smul_comm, hsq]
      module
    have h2 : (exchangeH J Sx Sy Sz * exchangeH J Sx Sy Sz) *ᵥ v = (E * E) • v := by
      rw [← Matrix.mulVec_mulVec, hv, Matrix.mulVec_smul, hv, smul_smul]
    rw [hH, Matrix.add_mulVec, Matrix.smul_mulVec, Matrix.smul_mulVec,
      Matrix.one_mulVec, hv] at h2
    obtain ⟨i, hi⟩ := Function.ne_iff.mp hv0
    have h3 := congrFun h2 i
    simp only [Pi.add_apply, Pi.smul_apply, smul_eq_mul] at h3
    have h4 : (E + J * s) * (E - J * (s + 1)) = 0 := by
      apply mul_right_cancel₀ hi
      linear_combination -h3
    rcases mul_eq_zero.mp h4 with h5 | h5
    · exact Or.inl (eq_neg_of_add_eq_zero_left h5)
    · exact Or.inr (sub_eq_zero.mp h5)
  · -- both eigenvalues of the coupling occur
    have lift : ∀ x : ℂ, IsLevel (coupling Sx Sy Sz) x →
        IsLevel (exchangeH J Sx Sy Sz) (-(J : ℂ) * x) := by
      rintro x ⟨v, hv0, hv⟩
      exact ⟨v, hv0, by rw [exchangeH, Matrix.smul_mulVec, hv, smul_smul]⟩
    rintro (rfl | rfl)
    · have hl := lift _ (level_of_factor (a := -s) (b := s + 1) h1 (by
        simp only [add_mul, mul_add, smul_mul_assoc, mul_smul_comm, one_mul, mul_one]
        linear_combination (norm := module) hsq))
      convert hl using 1
      ring
    · have hl := lift _ (level_of_factor (a := s + 1) (b := -s) (neg_ne_zero.mpr h0) (by
        simp only [add_mul, mul_add, smul_mul_assoc, mul_smul_comm, one_mul, mul_one]
        linear_combination (norm := module) hsq))
      convert hl using 1
      ring
```

For $s\neq0$ and $s\neq-1$, a number $E$ is a level of $H$ if and only if $E=-Js$ or $E=J(s+1)$.

For the forward direction, the quadratic equation gives $H^2=JH+J^2s(s+1)$. Applied to an eigenvector $v$, it yields $\bigl(E^2-JE-J^2s(s+1)\bigr)v=0$. Some component of $v$ is nonzero and can be cancelled, leaving $(E+Js)(E-J(s+1))=0$.

For the converse, the preceding lemma is used twice, with the two factors in either order. It gives the eigenvalues $s$ and $-(s+1)$ of $X$, and `lift` multiplies them by $-J$.

The smallest physical case is $s=1/2$: the levels are $-J/2$ and $3J/2$, the triplet and singlet of two spins, $2J$ apart. At $s=0$ there is no shell spin to couple to, $X$ vanishes and only $E=0$ remains, which is why that value is excluded.

The same argument covers spin-orbit coupling $\zeta\,\mathbf L\cdot\boldsymbol\sigma/2$ of one electron with orbital quantum number $l\geq1$ and coupling constant $\zeta$. Replacing $S_a$ by $L_a$, $s$ by $l$ and $J$ by $-\zeta/2$ gives the levels $\zeta l/2$ and $-\zeta(l+1)/2$. For a p electron they are $3\zeta/2$ apart.

```lean
/-- For a 3d shell of spin 5/2 the levels of the exchange Hamiltonian are exactly `-5J/2` and `-5J/2
+ 6J`. -/
theorem kBeta_splitting [Nonempty n] {Sx Sy Sz : Matrix n n ℂ}
    (h : IsSpin Sx Sy Sz (5 / 2)) (J : ℝ) (E : ℂ) :
    IsLevel (exchangeH J Sx Sy Sz) E ↔
      E = -(5 / 2) * J ∨ E = -(5 / 2) * J + 6 * J := by
  rw [exchange_levels h (by norm_num) (by norm_num) J E]
  have e1 : -((J : ℂ) * (5 / 2)) = -(5 / 2) * J := by ring
  have e2 : (J : ℂ) * (5 / 2 + 1) = -(5 / 2) * J + 6 * J := by ring
  rw [e1, e2]
```

At $s=5/2$ the levels are $-5J/2$ and $-5J/2+6J=7J/2$. The two conditions on $s$ are settled by `norm_num`, which does numerical arithmetic. For $J=0$ the two levels coincide. For $J>0$ the lower one has total spin 3 and the upper one total spin 2.

## The weight of each level

```lean
/-- The matrix `P = (X + s + 1)/(2s + 1)` is idempotent, satisfies `X P = s P`, and has
trace `2 (s + 1)/(2s + 1)` times the dimension of the 3d spin space. -/
theorem level_projector {Sx Sy Sz : Matrix n n ℂ} {s : ℂ} (h : IsSpin Sx Sy Sz s)
    (hs : 2 * s + 1 ≠ 0) :
    let P := (2 * s + 1)⁻¹ • (coupling Sx Sy Sz + (s + 1) • 1)
    P * P = P ∧ coupling Sx Sy Sz * P = s • P ∧
      P.trace = 2 * (s + 1) / (2 * s + 1) * Fintype.card n := by
  intro P
  have hsq := coupling_sq h
  have hQ : (coupling Sx Sy Sz + (s + 1) • 1) * (coupling Sx Sy Sz + (s + 1) • 1)
      = (2 * s + 1) • (coupling Sx Sy Sz + (s + 1) • 1) := by
    simp only [add_mul, mul_add, smul_mul_assoc, mul_smul_comm, one_mul, mul_one]
    linear_combination (norm := module) hsq
  have hX : coupling Sx Sy Sz * (coupling Sx Sy Sz + (s + 1) • 1)
      = s • (coupling Sx Sy Sz + (s + 1) • 1) := by
    simp only [mul_add, mul_smul_comm, mul_one]
    linear_combination (norm := module) hsq
  refine ⟨?_, ?_, ?_⟩
  · simp only [P]
    rw [smul_mul_assoc, mul_smul_comm, hQ, smul_smul (2 * s + 1)⁻¹ (2 * s + 1),
      inv_mul_cancel₀ hs, one_smul]
  · simp only [P]
    rw [mul_smul_comm, hX, smul_comm]
  · simp only [P]
    rw [Matrix.trace_smul, trace_shift, smul_eq_mul, div_eq_mul_inv]
    ring
```

Let $P=(X+s+1)/(2s+1)$, with $2s+1\neq0$. The quadratic equation gives $(X+s+1)^2=(2s+1)(X+s+1)$ and $X(X+s+1)=s(X+s+1)$; these are `hQ` and `hX`. Dividing by the normalisation yields $P^2=P$ and $XP=sP$. The trace formula gives $\operatorname{tr}P=2d(s+1)/(2s+1)$.

Since $Pv=v$ whenever $Xv=sv$, $P$ projects onto the whole $X=s$ eigenspace, and its trace is the number of states there. For $s=5/2$ and $d=6$ that is 7 of the 12 states, leaving 5 for the other level. These are spin degeneracies; line intensities also need transition amplitudes.

## Explicit spin-5/2 matrices

```lean
/-- Matrices `R`, `L`, `Z` obeying the ladder relations and the total-spin identity `hC` give a spin
triple. -/
theorem isSpin_of_ladder {R L Z : Matrix n n ℂ} {s : ℂ} (hR : Z * R - R * Z = R)
    (hL : Z * L - L * Z = -L) (hRL : R * L - L * R = (2 : ℂ) • Z)
    (hC : (1 / 2 : ℂ) • (R * L + L * R) + Z * Z = (s * (s + 1)) • 1) :
    IsSpin ((1 / 2 : ℂ) • (R + L)) ((-I / 2) • (R - L)) Z s := by
  have hy : I • ((-I / 2) • (R - L)) = (1 / 2 : ℂ) • (R - L) := by
    rw [smul_smul]
    congr 1
    linear_combination (-1 / 2 : ℂ) * Complex.I_mul_I
  have hyy : ((-I / 2) • (R - L)) * ((-I / 2) • (R - L))
      = (-1 / 4 : ℂ) • ((R - L) * (R - L)) := by
    rw [smul_mul_assoc, mul_smul_comm, smul_smul]
    congr 1
    linear_combination (1 / 4 : ℂ) * Complex.I_mul_I
  constructor
  · simp only [smul_mul_assoc, mul_smul_comm, add_mul, mul_add, sub_mul, mul_sub]
    linear_combination (norm := module) (I / 2) • hRL
  · simp only [smul_mul_assoc, mul_smul_comm, sub_mul, mul_sub]
    linear_combination (norm := module) (I / 2) • hR - (I / 2) • hL
  · rw [hy]
    simp only [smul_mul_assoc, mul_smul_comm, add_mul, mul_add]
    linear_combination (norm := module) (1 / 2 : ℂ) • hR + (1 / 2 : ℂ) • hL
  · rw [hyy]
    simp only [smul_mul_assoc, mul_smul_comm, add_mul, mul_add, sub_mul, mul_sub]
    linear_combination (norm := module) hC
```

Here $R$ raises, $L$ lowers and $Z$ is the spin projection. Set $S_x=(R+L)/2$, $S_y=-i(R-L)/2$ and $S_z=Z$. Then

$$[S_x,S_y]=\tfrac{i}{2}[R,L]=iZ,\qquad S_x^2+S_y^2=\tfrac12(RL+LR).$$

The other two commutators follow from $[Z,R]=R$ and $[Z,L]=-L$. The auxiliary facts `hy` and `hyy` use only $i^2=-1$. After `constructor`, the `linear_combination` line of each of the four goals names the hypotheses used: ladder relations for the commutators and `hC` for the total spin.

```lean
/-- A six-dimensional raising matrix with elements `a, b, 3, b, a` above the diagonal. -/
def raising (a b : ℂ) : Matrix (Fin 6) (Fin 6) ℂ :=
  !![0, a, 0, 0, 0, 0; 0, 0, b, 0, 0, 0; 0, 0, 0, 3, 0, 0;
     0, 0, 0, 0, b, 0; 0, 0, 0, 0, 0, a; 0, 0, 0, 0, 0, 0]
```

The raising matrix has its only nonzero elements just above the diagonal, with $a$ and $b$ still free.

```lean
/-- The diagonal matrix of the spin projections 5/2, 3/2, 1/2, -1/2, -3/2, -5/2. -/
def projection : Matrix (Fin 6) (Fin 6) ℂ :=
  Matrix.diagonal ![5 / 2, 3 / 2, 1 / 2, -1 / 2, -3 / 2, -5 / 2]
```

The basis runs from projection $5/2$ down to $-5/2$.

```lean
/-- The explicit six-dimensional matrices with ladder elements √5, √8, 3, √8, √5 form
a spin triple with `s = 5/2`. -/
theorem isSpin_witness :
    IsSpin ((1 / 2 : ℂ) • (raising (√5 : ℝ) (√8 : ℝ) + (raising (√5 : ℝ) (√8 : ℝ))ᵀ))
      ((-I / 2) • (raising (√5 : ℝ) (√8 : ℝ) - (raising (√5 : ℝ) (√8 : ℝ))ᵀ))
      projection (5 / 2) := by
  have key : ∀ a b : ℂ, a * a = 5 → b * b = 8 →
      IsSpin ((1 / 2 : ℂ) • (raising a b + (raising a b)ᵀ))
        ((-I / 2) • (raising a b - (raising a b)ᵀ)) projection (5 / 2) := by
    intro a b ha hb
    have h1 : raising a b * (raising a b)ᵀ = Matrix.diagonal ![5, 8, 9, 8, 5, 0] := by
      ext i j
      simp only [Matrix.mul_apply, Fin.sum_univ_six, Matrix.transpose_apply]
      fin_cases i <;> fin_cases j <;> simp [raising, ha, hb]
      norm_num
    have h2 : (raising a b)ᵀ * raising a b = Matrix.diagonal ![0, 5, 8, 9, 8, 5] := by
      ext i j
      simp only [Matrix.mul_apply, Fin.sum_univ_six, Matrix.transpose_apply]
      fin_cases i <;> fin_cases j <;> simp [raising, ha, hb]
      norm_num
    apply isSpin_of_ladder
    · ext i j
      rw [Matrix.sub_apply, projection, Matrix.diagonal_mul, Matrix.mul_diagonal]
      fin_cases i <;> fin_cases j <;> simp [raising] <;> ring
    · ext i j
      rw [Matrix.sub_apply, projection, Matrix.diagonal_mul, Matrix.mul_diagonal,
        Matrix.neg_apply, Matrix.transpose_apply]
      fin_cases i <;> fin_cases j <;> simp [raising] <;> ring
    · rw [h1, h2]
      ext i j
      fin_cases i <;> fin_cases j <;>
        simp [projection] <;> norm_num
    · rw [h1, h2, projection, Matrix.diagonal_mul_diagonal]
      ext i j
      fin_cases i <;> fin_cases j <;>
        simp <;> norm_num
  apply key
  · rw [← Complex.ofReal_mul, Real.mul_self_sqrt (by norm_num)]
    norm_num
  · rw [← Complex.ofReal_mul, Real.mul_self_sqrt (by norm_num)]
    norm_num

end

end KBetaExchange
```

With $a=\sqrt5$ and $b=\sqrt8$, and $L$ the transpose of $R$, the products are $RL=\operatorname{diag}(5,8,9,8,5,0)$ and $LR=\operatorname{diag}(0,5,8,9,8,5)$. Their difference is $2Z$, and half their sum plus $Z^2$ is diagonal with $35/4=\tfrac52\cdot\tfrac72$ in every diagonal entry. The proof needs only $a^2=5$ and $b^2=8$, so `key` is stated for any such numbers and the square roots enter last. The $6J$ splitting therefore applies to the usual matrices of a spin-5/2 shell.

```lean
#print axioms KBetaExchange.coupling_factor
#print axioms KBetaExchange.kBeta_splitting
#print axioms KBetaExchange.level_projector
```

```
'KBetaExchange.coupling_factor' depends on axioms: [propext, Classical.choice, Quot.sound]
'KBetaExchange.kBeta_splitting' depends on axioms: [propext, Classical.choice, Quot.sound]
'KBetaExchange.level_projector' depends on axioms: [propext, Classical.choice, Quot.sound]
```
